# A weak real pole in a positive continuous signal has a zero within |residue|/(signal minimum)

Let \(g\) be a real function, continuous on the window \([p-r,\,p+r]\), with \(g\ge m>0\) there. Add a pole at \(p\) with real residue \(\varepsilon\), where \(0<|\varepsilon|\le m r\). Then the sum

\[
g(x)+\frac{\varepsilon}{x-p}
\]

has a zero \(x\) in the window with

\[
0<|x-p|\le\frac{|\varepsilon|}{m}.
\]

The zero lies to the left of the pole for \(\varepsilon>0\) and to the right for \(\varepsilon<0\). When the pole is a spurious one of a Padé approximant, such a close pole-zero pair is called a Froissart doublet. Here \(g\) stands for the signal without the spurious pole, \(m\) for a positive lower bound on it near the pole, and \(\varepsilon\) for the strength of the artefact.

## Pairing poles and zeros after a Padé fit

Padé continuation of a Green's function from Matsubara to real frequencies can produce spurious poles with small residues. A code that removes them by looking for a zero within some tolerance of each pole relies on that zero being there. For a single real pole on a real background that meets the conditions above, including \(|\varepsilon|\le mr\), a tolerance of at least \(|\varepsilon|/m\) is enough to find it. The bound \(m\) refers to the background without the pole term. The fit itself vanishes at the partner zero, so it has no positive lower bound on the window.

A nearby zero does not show that a pole is spurious. The argument does not use the origin of the pole, and a physical pole with an equally small residue on the same background has a partner within the same bound.

## Clearing the denominator

For \(x\ne p\), multiplying the zero condition by \(x-p\) gives

\[
(p-x)\,g(x)=\varepsilon .
\]

Conversely, if \(\varepsilon\ne0\), a solution of this equation has \(x\ne p\), and dividing by \(x-p\) restores the zero condition.

**Existence.** Put \(F(x)=(p-x)g(x)\), which is continuous on the window. The hypothesis \(0<|\varepsilon|\le mr\) forces \(r>0\), so at the ends

\[
F(p-r)=r\,g(p-r)\ge mr,\qquad F(p+r)=-r\,g(p+r)\le -mr .
\]

Since \(-mr\le\varepsilon\le mr\), the intermediate value theorem gives a point \(x\) with \(F(x)=\varepsilon\).

**Side and width.** Multiplying the cleared equation by \(p-x\) gives \(\varepsilon(p-x)=(p-x)^2g(x)>0\), so \(p-x\) has the sign of \(\varepsilon\). Taking absolute values gives \(|x-p|\,g(x)=|\varepsilon|\), hence \(|x-p|\le|\varepsilon|/m\). If also \(g(x)\le M\), then \(|x-p|\ge|\varepsilon|/M\).

**Uniqueness.** Suppose that \(g\) has Lipschitz constant \(L\) on the window and that \(L|\varepsilon|<m^2\). Let \(x\) and \(y\) be two zeros there. From \((p-x)g(x)=(p-y)g(y)\) it follows that

\[
(x-y)\,g(x)=(p-y)\,\bigl(g(x)-g(y)\bigr).
\]

Taking absolute values and using \(|y-p|\le|\varepsilon|/m\),

\[
m\,|x-y|\le\frac{|\varepsilon|}{m}\,L\,|x-y| .
\]

If \(x\ne y\), this gives \(m^2\le L|\varepsilon|\), a contradiction.

**Constant signal.** For \(g=m\) the cleared equation gives \(x=p-\varepsilon/m\), so the upper bound on the width is attained.

**Negative signal.** If \(g\le -m<0\) instead, changing the sign of both \(g\) and \(\varepsilon\) leaves the zeros where they are. The same argument gives the same width, with the two sides exchanged.

**A signal that vanishes at the pole.** Positivity matters even for very weak poles. Take \(p=0\), \(g(x)=x\) and \(\varepsilon>0\). The zero condition becomes \(x^2=-\varepsilon\), which has no real solution. The zeros have moved to \(\pm i\sqrt{\varepsilon}\), at a distance that is not proportional to the residue.

## The doublet bound in Lean

```lean
import Mathlib

open Set

namespace FroissartDoublet

noncomputable section

/-- The signal `g` with a spurious pole of residue `ε` added at `p`. -/
def noisy (g : ℝ → ℝ) (p ε x : ℝ) : ℝ := g x + ε / (x - p)

/-- The point `x` is a zero of the noisy function, away from the spurious pole. -/
def IsNoisyZero (g : ℝ → ℝ) (p ε x : ℝ) : Prop := x ≠ p ∧ noisy g p ε x = 0

variable {g : ℝ → ℝ} {p ε x m r : ℝ}

/-- At a zero `x` of the noisy function, `p - x` times the signal equals the residue. -/
theorem displacement_mul_signal (h : IsNoisyZero g p ε x) : (p - x) * g x = ε := by
  obtain ⟨hx, h0⟩ := h
  have hd : x - p ≠ 0 := sub_ne_zero.mpr hx
  have h2 : ε / (x - p) * (x - p) = ε := div_mul_cancel₀ _ hd
  unfold noisy at h0
  linear_combination (-(x - p)) * h0 + h2

/-- For a nonzero residue, the zeros of the noisy function are exactly the solutions of
the equation with the denominator cleared. -/
theorem isNoisyZero_iff (hε : ε ≠ 0) : IsNoisyZero g p ε x ↔ (p - x) * g x = ε := by
  refine ⟨displacement_mul_signal, fun h => ?_⟩
  have hx : x ≠ p := by
    intro hxp
    apply hε
    rw [← h, hxp]
    ring
  have hd : x - p ≠ 0 := sub_ne_zero.mpr hx
  have hq : (p - x) * g x / (x - p) = -g x := by
    rw [div_eq_iff hd]
    ring
  refine ⟨hx, ?_⟩
  unfold noisy
  rw [← h, hq]
  ring

/-- Where the signal is at least `m > 0`, a zero lies on the side of the pole fixed by the
sign of the residue, at a distance of at most `|ε| / m`. -/
theorem zero_near_pole (hm : 0 < m) (hg : m ≤ g x) (h : IsNoisyZero g p ε x) :
    0 < ε * (p - x) ∧ |x - p| ≤ |ε| / m := by
  have he := displacement_mul_signal h
  have hgpos : 0 < g x := lt_of_lt_of_le hm hg
  have hd : p - x ≠ 0 := sub_ne_zero.mpr h.1.symm
  constructor
  · have hpos : 0 < (p - x) ^ 2 * g x := by positivity
    have heq : ε * (p - x) = (p - x) ^ 2 * g x := by
      rw [← he]
      ring
    rw [heq]
    exact hpos
  · rw [le_div_iff₀ hm, ← he, abs_mul, abs_of_pos hgpos, abs_sub_comm p x]
    exact mul_le_mul_of_nonneg_left hg (abs_nonneg _)

/-- Where the signal is positive and at most `M`, a zero is at a distance of at least
`|ε| / M` from the pole. -/
theorem doublet_width_lower_bound {M : ℝ} (hg : 0 < g x) (hM : g x ≤ M)
    (h : IsNoisyZero g p ε x) : |ε| / M ≤ |x - p| := by
  have he := displacement_mul_signal h
  rw [div_le_iff₀ (lt_of_lt_of_le hg hM), ← he, abs_mul, abs_of_pos hg, abs_sub_comm p x]
  exact mul_le_mul_of_nonneg_left hM (abs_nonneg _)

/-- **Froissart doublet.** A spurious pole of residue `ε`, with `0 < |ε| ≤ m r`, in a
continuous signal `g ≥ m > 0` comes with a zero in the window, on the side fixed by the
sign of `ε` and no farther from the pole than `|ε| / m`. -/
theorem exists_froissart_doublet (hm : 0 < m) (hε : ε ≠ 0) (hs : |ε| ≤ m * r)
    (hcont : ContinuousOn g (Icc (p - r) (p + r)))
    (hg : ∀ x ∈ Icc (p - r) (p + r), m ≤ g x) :
    ∃ x ∈ Icc (p - r) (p + r),
      IsNoisyZero g p ε x ∧ 0 < ε * (p - x) ∧ |x - p| ≤ |ε| / m := by
  have hr : 0 < r :=
    (mul_pos_iff_of_pos_left hm).mp (lt_of_lt_of_le (abs_pos.mpr hε) hs)
  have hc : ContinuousOn (fun x => (p - x) * g x) (Icc (p - r) (p + r)) :=
    (by fun_prop : Continuous fun x : ℝ => p - x).continuousOn.mul hcont
  have hleft := mul_le_mul_of_nonneg_left
    (hg (p - r) ⟨by linarith, by linarith⟩) hr.le
  have hright := mul_le_mul_of_nonneg_left
    (hg (p + r) ⟨by linarith, by linarith⟩) hr.le
  obtain ⟨hlo, hhi⟩ := abs_le.mp hs
  -- the residue lies between the two endpoint values
  have hmem : ε ∈ Icc ((p - (p + r)) * g (p + r)) ((p - (p - r)) * g (p - r)) :=
    ⟨by nlinarith, by nlinarith⟩
  obtain ⟨x, hx, hxe⟩ := intermediate_value_Icc' (by linarith) hc hmem
  have hz : IsNoisyZero g p ε x := (isNoisyZero_iff hε).mpr hxe
  exact ⟨x, hx, hz, zero_near_pole hm (hg x hx) hz⟩

/-- If the signal is continuous and at least `m > 0` on the window, and the residue satisfies `0 < ε
≤ m r`, then the noisy function has a zero in the window to the left of the pole, at a distance of
at most `ε / m`. -/
theorem exists_zero_left_of_pole (hm : 0 < m) (hε : 0 < ε) (hs : ε ≤ m * r)
    (hcont : ContinuousOn g (Icc (p - r) (p + r)))
    (hg : ∀ x ∈ Icc (p - r) (p + r), m ≤ g x) :
    ∃ x ∈ Icc (p - r) (p + r), IsNoisyZero g p ε x ∧ 0 < p - x ∧ p - x ≤ ε / m := by
  obtain ⟨x, hx, hz, hside, hw⟩ :=
    exists_froissart_doublet hm hε.ne' (by rwa [abs_of_pos hε]) hcont hg
  have hpos : 0 < p - x := (mul_pos_iff_of_pos_left hε).mp hside
  rw [abs_sub_comm x p, abs_of_pos hpos, abs_of_pos hε] at hw
  exact ⟨x, hx, hz, hpos, hw⟩

/-- If the signal is at least `m > 0` and has Lipschitz constant `L` on the window, with
`L |ε| < m²`, then the noisy function has at most one zero there. -/
theorem doublet_zero_unique {L y : ℝ} (hm : 0 < m) (hweak : L * |ε| < m ^ 2)
    (hg : ∀ x ∈ Icc (p - r) (p + r), m ≤ g x)
    (hL : ∀ x ∈ Icc (p - r) (p + r), ∀ y ∈ Icc (p - r) (p + r),
      |g x - g y| ≤ L * |x - y|)
    (hx : x ∈ Icc (p - r) (p + r)) (hy : y ∈ Icc (p - r) (p + r))
    (hzx : IsNoisyZero g p ε x) (hzy : IsNoisyZero g p ε y) : x = y := by
  by_contra hne
  have hpos : 0 < |x - y| := abs_pos.mpr (sub_ne_zero.mpr hne)
  have hgx : 0 < g x := lt_of_lt_of_le hm (hg x hx)
  -- subtract the two zero conditions
  have key : (x - y) * g x = (p - y) * (g x - g y) := by
    linear_combination displacement_mul_signal hzy - displacement_mul_signal hzx
  have habs : |x - y| * g x = |y - p| * |g x - g y| := by
    rw [abs_sub_comm y p, ← abs_mul, ← key, abs_mul, abs_of_pos hgx]
  have hw : |y - p| * m ≤ |ε| :=
    (le_div_iff₀ hm).mp (zero_near_pole hm (hg y hy) hzy).2
  have ha : m * (|x - y| * m) ≤ m * (|x - y| * g x) :=
    mul_le_mul_of_nonneg_left
      (mul_le_mul_of_nonneg_left (hg x hx) hpos.le) hm.le
  have hb : (|y - p| * m) * |g x - g y| ≤ |ε| * (L * |x - y|) :=
    mul_le_mul hw (hL x hx y hy) (abs_nonneg _) (abs_nonneg _)
  have hc : L * |ε| * |x - y| < m ^ 2 * |x - y| :=
    mul_lt_mul_of_pos_right hweak hpos
  rw [habs] at ha
  nlinarith

/-- For a constant nonzero signal `m` and a nonzero residue `ε`, the only zero of the
noisy function is at `p - ε / m`. -/
theorem constant_signal_zero (hm : m ≠ 0) (hε : ε ≠ 0) :
    IsNoisyZero (fun _ => m) p ε x ↔ x = p - ε / m := by
  rw [isNoisyZero_iff hε]
  constructor
  · intro h
    have hq : ε / m = p - x := by
      rw [div_eq_iff hm]
      exact h.symm
    linarith
  · intro h
    rw [h, sub_sub_cancel]
    exact div_mul_cancel₀ _ hm

end

end FroissartDoublet
```

```lean
#print axioms FroissartDoublet.doublet_width_lower_bound
#print axioms FroissartDoublet.exists_zero_left_of_pole
#print axioms FroissartDoublet.doublet_zero_unique
#print axioms FroissartDoublet.constant_signal_zero
```

```
'FroissartDoublet.doublet_width_lower_bound' depends on axioms: [propext, Classical.choice, Quot.sound]
'FroissartDoublet.exists_zero_left_of_pole' depends on axioms: [propext, Classical.choice, Quot.sound]
'FroissartDoublet.doublet_zero_unique' depends on axioms: [propext, Classical.choice, Quot.sound]
'FroissartDoublet.constant_signal_zero' depends on axioms: [propext, Classical.choice, Quot.sound]
```

## How the theorems encode the doublet

The signal is a function `g : ℝ → ℝ`, and the window is the closed interval `Icc (p - r) (p + r)`. Continuity and the lower bound are required only there. `noisy` is the signal plus the pole term. `IsNoisyZero` requires \(x\ne p\) as well as a vanishing value, so Lean's convention that division by zero gives zero cannot create a false zero at the pole.

The main theorem is `exists_froissart_doublet`. Its conclusion `0 < ε * (p - x)` states the side for both signs of the residue at once. `exists_zero_left_of_pole` is the case \(\varepsilon>0\), with \(0<p-x\le\varepsilon/m\).

The proofs follow the derivation:

- `displacement_mul_signal` clears the denominator, and `isNoisyZero_iff` adds the converse for \(\varepsilon\ne0\).
- `zero_near_pole` gives the side and the upper bound on the width; `doublet_width_lower_bound` gives the lower bound.
- In the main theorem, `hmem` places \(\varepsilon\) between the two endpoint values of \(F\). `intermediate_value_Icc'`, the version for a larger value at the left end, then supplies the zero.
- In `doublet_zero_unique`, `key` is the subtracted identity, obtained by `linear_combination`. The final `nlinarith` combines the estimates into the contradiction.
- `constant_signal_zero` solves the constant case, for either sign of \(m\).

## From one given pole to a real fit

The pole is postulated. The theorems do not show that noisy data make a Padé approximant produce one, and they do not relate \(\varepsilon\) to the error bars of the data.

Everything is real: the signal, the residue and the pole position. A Green's function inside a continuous spectrum, or a pole off the real axis, would need a complex version of the argument. Any other poles of the fit belong to \(g\), so the window has to be narrow enough to avoid them.

Existence alone allows several zeros in the window, each within \(|\varepsilon|/m\) of the pole. The Lipschitz condition \(L|\varepsilon|<m^2\) is sufficient to guarantee exactly one partner there. The bounds are statements in exact arithmetic, so the rounding error of a root finder adds to the tolerance.
